# A point scatterer on the line with a fixed real matching matrix of determinant one is reflectionless at two distinct positive wavenumbers exactly when the matrix is plus or minus the identity

A wave of unit amplitude comes from the left upon a point scatterer at the origin, described by a real 2 × 2 matrix `M` of determinant one, the same at both wavenumbers, which maps the value and slope of the wave on the left to those on the right. The theorem `reflectionless_twice_iff` takes amplitudes that solve this matching problem at two distinct positive wavenumbers, and states that both reflection amplitudes are zero if and only if `M` is the identity or minus the identity. The proof first turns each vanishing reflection into conditions on the entries of `M`: equal diagonal entries, and a lower left entry equal to `-k ^ 2` times the upper right one. For the forward direction it compares the second condition at the two wavenumbers to show that the off-diagonal entries vanish, and then uses the determinant to fix the diagonal; the converse is left to `simp`.

The first attempt, which Lean rejects:

```lean
import Mathlib

open Matrix Complex

namespace GeneralPointScatterer

noncomputable section

/-- The wave to the left of the scatterer: a unit incident wave plus a reflected wave of
amplitude `r`. -/
def leftWave (k : ℝ) (r : ℂ) (x : ℝ) : ℂ :=
  Complex.exp (I * k * x) + r * Complex.exp (-(I * k) * x)

/-- The wave to the right of the scatterer: a transmitted wave of amplitude `t`. -/
def rightWave (k : ℝ) (t : ℂ) (x : ℝ) : ℂ := t * Complex.exp (I * k * x)

/-- The amplitudes `r` and `t` solve the scattering problem at wavenumber `k`: the matrix `M`
maps the value and slope of the left wave at the origin to those of the right wave. -/
def Scatters (M : Matrix (Fin 2) (Fin 2) ℝ) (k : ℝ) (r t : ℂ) : Prop :=
  ![rightWave k t 0, deriv (rightWave k t) 0] =
    M.map Complex.ofReal *ᵥ ![leftWave k r 0, deriv (leftWave k r) 0]

private lemma hasDerivAt_wave (c : ℂ) (x : ℝ) :
    HasDerivAt (fun y : ℝ => Complex.exp (c * y)) (c * Complex.exp (c * x)) x := by
  have h : HasDerivAt (fun y : ℂ => c * y) c (x : ℂ) :=
    ((hasDerivAt_id' (x : ℂ)).const_mul c).congr_deriv (mul_one c)
  exact h.cexp.comp_ofReal.congr_deriv (mul_comm _ _)

private lemma re_im_zero (x y : ℝ) : (x : ℂ) + y * I = 0 ↔ x = 0 ∧ y = 0 := by
  simp [Complex.ext_iff]

/-- The matching condition at the origin is a pair of linear equations for the reflection and
transmission amplitudes. -/
theorem scatters_iff (M : Matrix (Fin 2) (Fin 2) ℝ) (k : ℝ) (r t : ℂ) :
    Scatters M k r t ↔
      t = M 0 0 * (1 + r) + M 0 1 * (I * k * (1 - r)) ∧
      I * k * t = M 1 0 * (1 + r) + M 1 1 * (I * k * (1 - r)) := by
  have hl : deriv (leftWave k r) 0 = I * k * (1 - r) := by
    have h := (hasDerivAt_wave (I * k) 0).fun_add
      ((hasDerivAt_wave (-(I * k)) 0).const_mul r)
    refine HasDerivAt.deriv (h.congr_deriv ?_)
    rw [Complex.ofReal_zero, mul_zero, mul_zero, Complex.exp_zero]
    ring
  have hr : deriv (rightWave k t) 0 = I * k * t := by
    have h := (hasDerivAt_wave (I * k) 0).const_mul t
    refine HasDerivAt.deriv (h.congr_deriv ?_)
    rw [Complex.ofReal_zero, mul_zero, Complex.exp_zero]
    ring
  have hl0 : leftWave k r 0 = 1 + r := by simp [leftWave]
  have hr0 : rightWave k t 0 = t := by simp [rightWave]
  unfold Scatters
  rw [hl, hr, hl0, hr0, funext_iff, Fin.forall_fin_two]
  simp [Matrix.mulVec, dotProduct, Fin.sum_univ_two]

private def den (M : Matrix (Fin 2) (Fin 2) ℝ) (k : ℝ) : ℂ :=
  ((k ^ 2 * M 0 1 - M 1 0 : ℝ) : ℂ) + ((k * (M 0 0 + M 1 1) : ℝ) : ℂ) * I

private def num (M : Matrix (Fin 2) (Fin 2) ℝ) (k : ℝ) : ℂ :=
  ((M 1 0 + k ^ 2 * M 0 1 : ℝ) : ℂ) + ((k * (M 1 1 - M 0 0) : ℝ) : ℂ) * I

private lemma den_ne_zero {M : Matrix (Fin 2) (Fin 2) ℝ} (hM : M.det = 1) {k : ℝ}
    (hk : 0 < k) : den M k ≠ 0 := by
  intro h
  obtain ⟨h1, h2⟩ := (re_im_zero _ _).mp h
  have h3 : M 0 0 + M 1 1 = 0 := (mul_eq_zero.mp h2).resolve_left hk.ne'
  rw [Matrix.det_fin_two] at hM
  -- a vanishing denominator would make the determinant non-positive
  have h4 : M 0 0 * M 1 1 - M 0 1 * M 1 0 = -((M 0 0) ^ 2 + (k * M 0 1) ^ 2) := by
    linear_combination M 0 0 * h3 + M 0 1 * h1
  linarith [sq_nonneg (M 0 0), sq_nonneg (k * M 0 1)]

private lemma reflection_eq {M : Matrix (Fin 2) (Fin 2) ℝ} {k : ℝ} {r t : ℂ}
    (h : Scatters M k r t) : r * den M k = num M k := by
  obtain ⟨h1, h2⟩ := (scatters_iff M k r t).mp h
  simp only [den, num]
  push_cast
  linear_combination h2 - I * k * h1 - (k : ℂ) ^ 2 * M 0 1 * (1 - r) * Complex.I_sq

/-- Reflection at wavenumber `k` vanishes exactly when the diagonal entries of `M` agree and
the lower left entry is `-k ^ 2` times the upper right one. -/
theorem reflection_eq_zero_iff {M : Matrix (Fin 2) (Fin 2) ℝ} (hM : M.det = 1) {k : ℝ}
    (hk : 0 < k) {r t : ℂ} (h : Scatters M k r t) :
    r = 0 ↔ M 0 0 = M 1 1 ∧ M 1 0 = -k ^ 2 * M 0 1 := by
  have hr : r = 0 ↔ num M k = 0 := by
    rw [← reflection_eq h, mul_eq_zero, or_iff_left (den_ne_zero hM hk)]
  rw [hr, num, re_im_zero]
  constructor
  · rintro ⟨h1, h2⟩
    have h3 := (mul_eq_zero.mp h2).resolve_left hk.ne'
    exact ⟨by linarith, by linarith⟩
  · rintro ⟨h1, h2⟩
    exact ⟨by rw [h2]; ring, by rw [h1]; ring⟩

/-- Reflection vanishes at two distinct positive wavenumbers exactly when `M` is the identity
or minus the identity. -/
theorem reflectionless_twice_iff {M : Matrix (Fin 2) (Fin 2) ℝ} (hM : M.det = 1)
    {k₁ k₂ : ℝ} (hk₁ : 0 < k₁) (hk₂ : 0 < k₂) (hne : k₁ ≠ k₂) {r₁ t₁ r₂ t₂ : ℂ}
    (h₁ : Scatters M k₁ r₁ t₁) (h₂ : Scatters M k₂ r₂ t₂) :
    (r₁ = 0 ∧ r₂ = 0) ↔ (M = 1 ∨ M = -1) := by
  rw [reflection_eq_zero_iff hM hk₁ h₁, reflection_eq_zero_iff hM hk₂ h₂]
  constructor
  · rintro ⟨⟨hd, hc₁⟩, -, hc₂⟩
    -- the two conditions on the off-diagonal entries are compatible only if both vanish
    have hb : M 0 1 = 0 := by
      have h : (k₁ - k₂) * ((k₁ + k₂) * M 0 1) = 0 := by linear_combination hc₂ - hc₁
      have h' := (mul_eq_zero.mp h).resolve_left (sub_ne_zero.mpr hne)
      exact (mul_eq_zero.mp h').resolve_left (by positivity)
    have hc : M 1 0 = 0 := by rw [hc₁, hb, mul_zero]
    rw [Matrix.det_fin_two, hb, ← hd, zero_mul, sub_zero] at hM
    rcases mul_self_eq_one_iff.mp hM with ha | ha
    · left
      ext i j
      fin_cases i <;> fin_cases j <;> simp [hb, hc, ha, ← hd]
    · right
      ext i j
      fin_cases i <;> fin_cases j <;> simp [hb, hc, ha, ← hd]
  · rintro (h | h) <;> simp [h]

end

end GeneralPointScatterer
```

The error:

```
Main.lean:105:57: error: ring failed, ring expressions not equal
M : Matrix (Fin 2) (Fin 2) ℝ
hM : M.det = 1
k₁ k₂ : ℝ
hk₁ : 0 < k₁
hk₂ : 0 < k₂
hne : k₁ ≠ k₂
r₁ t₁ r₂ t₂ : ℂ
h₁ : Scatters M k₁ r₁ t₁
h₂ : Scatters M k₂ r₂ t₂
hd : M 0 0 = M 1 1
hc₁ : M 1 0 = -k₁ ^ 2 * M 0 1
hc₂ : M 1 0 = -k₂ ^ 2 * M 0 1
⊢ k₁ ^ 2 * M 0 1 * 2 - k₂ ^ 2 * M 0 1 * 2 = 0
```

Cause. The one error is in the proof of `h`, which says that `(k₁ - k₂) * ((k₁ + k₂) * M 0 1)` is zero. The call `linear_combination hc₂ - hc₁` subtracts the two hypotheses in the wrong order.

`linear_combination` moves everything to one side, takes the given combination of hypotheses away from the goal, and asks `ring1` to show that nothing is left. The goal's left side is `(k₁ ^ 2 - k₂ ^ 2) * M 0 1`. In `hc₂ - hc₁` the terms `M 1 0` cancel, but the difference of the two sides is `(k₂ ^ 2 - k₁ ^ 2) * M 0 1`, the negative of what is needed. Taking it away therefore doubles the expression instead of cancelling it, which is why the message shows a remainder with factors of 2.

The repair writes `hc₁ - hc₂`, which reverses the sign, so that the combination matches the goal and the remainder is identically zero. The statement `h` itself was right and is unchanged.

As a diff, the version that Lean accepts:

```diff
@@ -103,5 +103,5 @@
     -- the two conditions on the off-diagonal entries are compatible only if both vanish
     have hb : M 0 1 = 0 := by
-      have h : (k₁ - k₂) * ((k₁ + k₂) * M 0 1) = 0 := by linear_combination hc₂ - hc₁
+      have h : (k₁ - k₂) * ((k₁ + k₂) * M 0 1) = 0 := by linear_combination hc₁ - hc₂
       have h' := (mul_eq_zero.mp h).resolve_left (sub_ne_zero.mpr hne)
       exact (mul_eq_zero.mp h').resolve_left (by positivity)
```
